# Vacuum in a supercell raises the out-of-plane pole of a single-oscillator slab and leaves the in-plane pole fixed

A slab of permittivity $e(w)=1+S/(w_0^2-w^2)$, with resonance $w_0\ge 0$ and strength $S>0$, fills a fraction $f\in(0,1]$ of a periodic cell that is otherwise vacuum; permittivities are relative to vacuum, and the frequency $w$ is complex. The cell has an in-plane constant $1+f(e-1)$ and an out-of-plane constant $1/(1-f+f/e)$, and a pole is a frequency near which the modulus of such a constant grows without bound.

```lean
import Mathlib

open Filter Topology

namespace SlabSupercellPeaks

noncomputable section

/-- Permittivity of the slab material at complex frequency `w`: one oscillator with resonance `w0`
and strength `S`, for `w ^ 2 ≠ w0 ^ 2`. -/
def slabEps (w0 S : ℝ) (w : ℂ) : ℂ := 1 + (S : ℂ) / ((w0 : ℂ) ^ 2 - w ^ 2)

/-- In-plane dielectric constant of a supercell filled to the fraction `f` by a slab of
permittivity `e`, the rest being vacuum. -/
def inPlane (f : ℝ) (e : ℂ) : ℂ := 1 + (f : ℂ) * (e - 1)

/-- Out-of-plane dielectric constant of the same supercell, for `e ≠ 0` and
`1 - f + f / e ≠ 0`. -/
def outOfPlane (f : ℝ) (e : ℂ) : ℂ := 1 / (1 - (f : ℂ) + (f : ℂ) / e)

/-- A response function has a pole at `c` when its modulus grows without bound as the complex
frequency approaches `c`. -/
def HasPole (g : ℂ → ℂ) (c : ℂ) : Prop := Tendsto (fun w => ‖g w‖) (𝓝[≠] c) atTop

/-- The frequency `√(w0² + (1 - f) S)`, for `w0² + (1 - f) S ≥ 0`. -/
def outPeak (w0 S f : ℝ) : ℝ := √(w0 ^ 2 + (1 - f) * S)

/-- If slab and vacuum share the same tangential field `E`, the mean displacement is the in-plane
constant times `E`. -/
theorem inPlane_of_common_field (f : ℝ) (e E : ℂ) :
    (f : ℂ) * (e * E) + (1 - (f : ℂ)) * E = inPlane f e * E := by
  unfold inPlane
  ring

/-- If the normal displacement is continuous between slab (field `Es`) and vacuum (field `Ev`),
the mean displacement is the out-of-plane constant times the mean field, provided `e ≠ 0` and
`1 - f + f / e ≠ 0`. -/
theorem outOfPlane_of_continuous_displacement (f : ℝ) (e Es Ev : ℂ) (he : e ≠ 0)
    (hden : 1 - (f : ℂ) + (f : ℂ) / e ≠ 0) (h : e * Es = Ev) :
    (f : ℂ) * (e * Es) + (1 - (f : ℂ)) * Ev
      = outOfPlane f e * ((f : ℂ) * Es + (1 - (f : ℂ)) * Ev) := by
  subst h
  have h1 : (f : ℂ) / e * e = f := div_mul_cancel₀ _ he
  -- the mean field is the common displacement times the mean inverse permittivity
  have h2 : (f : ℂ) * Es + (1 - (f : ℂ)) * (e * Es)
      = (1 - (f : ℂ) + (f : ℂ) / e) * (e * Es) := by
    linear_combination (-Es) * h1
  rw [outOfPlane, h2, one_div, inv_mul_cancel_left₀ hden]
  ring

/-- Away from the zero denominators, the out-of-plane constant is again a single oscillator, of
strength `f S` and squared resonance `w0² + (1 - f) S`. -/
theorem outOfPlane_slab (w0 S f : ℝ) (w : ℂ) (h0 : w ^ 2 ≠ (w0 : ℂ) ^ 2)
    (h1 : w ^ 2 ≠ (w0 : ℂ) ^ 2 + S) (h2 : w ^ 2 ≠ (w0 : ℂ) ^ 2 + (1 - (f : ℂ)) * S) :
    outOfPlane f (slabEps w0 S w)
      = 1 + (f : ℂ) * S / ((w0 : ℂ) ^ 2 + (1 - (f : ℂ)) * S - w ^ 2) := by
  have d0 := sub_ne_zero.mpr h0.symm
  have d1 := sub_ne_zero.mpr h1.symm
  have d2 := sub_ne_zero.mpr h2.symm
  have he : slabEps w0 S w = ((w0 : ℂ) ^ 2 + S - w ^ 2) / ((w0 : ℂ) ^ 2 - w ^ 2) := by
    rw [slabEps, eq_div_iff d0, add_mul, div_mul_cancel₀ _ d0]
    ring
  have hm : 1 - (f : ℂ) + (f : ℂ) / (((w0 : ℂ) ^ 2 + S - w ^ 2) / ((w0 : ℂ) ^ 2 - w ^ 2))
      = ((w0 : ℂ) ^ 2 + (1 - (f : ℂ)) * S - w ^ 2) / ((w0 : ℂ) ^ 2 + S - w ^ 2) := by
    rw [div_div_eq_mul_div, eq_div_iff d1, add_mul, div_mul_cancel₀ _ d1]
    ring
  rw [outOfPlane, he, hm, one_div_div, div_eq_iff d2, add_mul, div_mul_cancel₀ _ d2]
  ring

/-- Close to any frequency `c`, but not at `c` itself, the square of the frequency avoids a given
value `P`. -/
theorem eventually_sq_ne (P c : ℂ) : ∀ᶠ w in 𝓝[≠] c, w ^ 2 ≠ P := by
  by_cases h : c ^ 2 = P
  · have h1 : ∀ᶠ w in 𝓝[≠] c, w ≠ c := self_mem_nhdsWithin
    have h2 : ∀ᶠ w in 𝓝[≠] c, w ≠ -c := by
      by_cases hc : c = -c
      · rw [← hc]
        exact h1
      · exact (eventually_ne_nhds hc).filter_mono nhdsWithin_le_nhds
    filter_upwards [h1, h2] with w a b hw
    rcases sq_eq_sq_iff_eq_or_eq_neg.mp (hw.trans h.symm) with k | k
    · exact a k
    · exact b k
  · have hc : ContinuousAt (fun w : ℂ => w ^ 2) c := by fun_prop
    exact (hc.eventually_ne h).filter_mono nhdsWithin_le_nhds

/-- A single oscillator of non-zero strength `A` and squared resonance `P` has a pole at `c`
exactly when `c² = P`. -/
theorem hasPole_oscillator (A P c : ℂ) (hA : A ≠ 0) :
    HasPole (fun w => 1 + A / (P - w ^ 2)) c ↔ c ^ 2 = P := by
  constructor
  · intro h
    by_contra hc
    have hd : P - c ^ 2 ≠ 0 := sub_ne_zero.mpr (Ne.symm hc)
    -- off resonance the response is continuous, hence bounded nearby
    have hp : Continuous (fun w : ℂ => P - w ^ 2) := by fun_prop
    have hi : Tendsto (fun w : ℂ => (P - w ^ 2)⁻¹) (𝓝 c) (𝓝 (P - c ^ 2)⁻¹) :=
      (continuousAt_inv₀ hd).tendsto.comp (hp.tendsto c)
    have hn := ((hi.const_mul A).const_add 1).norm
    simp only [HasPole, div_eq_mul_inv] at h
    exact not_tendsto_atTop_of_tendsto_nhds (hn.mono_left nhdsWithin_le_nhds) h
  · intro h
    have hc : Continuous (fun w : ℂ => ‖P - w ^ 2‖) := by fun_prop
    have h0 : Tendsto (fun w : ℂ => ‖P - w ^ 2‖) (𝓝[≠] c) (𝓝 0) := by
      have k := (hc.tendsto c).mono_left (nhdsWithin_le_nhds (s := {c}ᶜ))
      rwa [h, sub_self, norm_zero] at k
    have h1 : Tendsto (fun w : ℂ => ‖P - w ^ 2‖) (𝓝[≠] c) (𝓝[>] 0) := by
      refine tendsto_nhdsWithin_iff.mpr ⟨h0, ?_⟩
      filter_upwards [eventually_sq_ne P c] with w hw
      exact norm_pos_iff.mpr (sub_ne_zero.mpr hw.symm)
    have h2 := (tendsto_inv_nhdsGT_zero.comp h1).const_mul_atTop (norm_pos_iff.mpr hA)
    -- the constant background 1 cannot cancel the divergence
    refine tendsto_atTop_mono (fun w => ?_) (tendsto_atTop_add_const_right _ (-1) h2)
    have k := norm_sub_le (1 + A / (P - w ^ 2)) 1
    rw [add_sub_cancel_left, norm_one, norm_div, div_eq_mul_inv] at k
    simp only [Function.comp_apply]
    linarith

/-- For `S` and `f` non-zero, the in-plane constant has a pole at `c` exactly when `c² = w0²`. -/
theorem hasPole_inPlane (w0 S f : ℝ) (c : ℂ) (hS : S ≠ 0) (hf : f ≠ 0) :
    HasPole (fun w => inPlane f (slabEps w0 S w)) c ↔ c ^ 2 = (w0 : ℂ) ^ 2 := by
  have hA : (f : ℂ) * S ≠ 0 :=
    mul_ne_zero (Complex.ofReal_ne_zero.mpr hf) (Complex.ofReal_ne_zero.mpr hS)
  rw [← hasPole_oscillator _ _ c hA]
  have h : (fun w => inPlane f (slabEps w0 S w))
      = fun w => 1 + (f : ℂ) * S / ((w0 : ℂ) ^ 2 - w ^ 2) := by
    funext w
    unfold inPlane slabEps
    ring
  rw [h]

/-- For `S` and `f` non-zero, the out-of-plane constant has a pole at `c` exactly when
`c² = w0² + (1 - f) S`. -/
theorem hasPole_outOfPlane (w0 S f : ℝ) (c : ℂ) (hS : S ≠ 0) (hf : f ≠ 0) :
    HasPole (fun w => outOfPlane f (slabEps w0 S w)) c
      ↔ c ^ 2 = (w0 : ℂ) ^ 2 + (1 - (f : ℂ)) * S := by
  have hA : (f : ℂ) * S ≠ 0 :=
    mul_ne_zero (Complex.ofReal_ne_zero.mpr hf) (Complex.ofReal_ne_zero.mpr hS)
  rw [← hasPole_oscillator _ _ c hA]
  refine tendsto_congr' ?_
  filter_upwards [eventually_sq_ne _ c, eventually_sq_ne _ c, eventually_sq_ne _ c]
    with w h0 h1 h2
  rw [outOfPlane_slab w0 S f w h0 h1 h2]

/-- For `w0 ≥ 0`, `S > 0` and filling fractions in `(0, 1]`, the only non-negative pole is `w0`
in-plane and `outPeak` out-of-plane, and `outPeak` rises strictly as the filling fraction falls. -/
theorem vacuum_raises_only_outOfPlane (w0 S : ℝ) (hw0 : 0 ≤ w0) (hS : 0 < S) :
    (∀ f ∈ Set.Ioc (0 : ℝ) 1, ∀ W : ℝ, 0 ≤ W →
      (HasPole (fun w => inPlane f (slabEps w0 S w)) W ↔ W = w0) ∧
      (HasPole (fun w => outOfPlane f (slabEps w0 S w)) W ↔ W = outPeak w0 S f)) ∧
    StrictAntiOn (outPeak w0 S) (Set.Ioc 0 1) := by
  have hpos : ∀ f ∈ Set.Ioc (0 : ℝ) 1, 0 ≤ w0 ^ 2 + (1 - f) * S := fun f hf =>
    add_nonneg (sq_nonneg w0) (mul_nonneg (sub_nonneg.mpr hf.2) hS.le)
  refine ⟨fun f hf W hW => ⟨?_, ?_⟩, fun g _ f hf hgf => ?_⟩
  · rw [hasPole_inPlane w0 S f W hS.ne' hf.1.ne', ← sq_eq_sq₀ hW hw0]
    exact ⟨fun h => by exact_mod_cast h, fun h => by exact_mod_cast h⟩
  · rw [hasPole_outOfPlane w0 S f W hS.ne' hf.1.ne']
    constructor
    · intro h
      have k : W ^ 2 = w0 ^ 2 + (1 - f) * S := by exact_mod_cast h
      rw [outPeak, ← k, Real.sqrt_sq hW]
    · intro h
      have k : W ^ 2 = w0 ^ 2 + (1 - f) * S := by
        rw [h, outPeak, Real.sq_sqrt (hpos f hf)]
      exact_mod_cast k
  · exact Real.sqrt_lt_sqrt (hpos f hf) (by nlinarith)

/-- For `S > 0`, as the filling fraction tends to zero `outPeak` tends to `√(w0² + S)`, a frequency
at which the permittivity of the slab material vanishes. -/
theorem outPeak_dilute_limit (w0 S : ℝ) (hS : 0 < S) :
    Tendsto (outPeak w0 S) (𝓝[>] 0) (𝓝 √(w0 ^ 2 + S)) ∧
      slabEps w0 S (√(w0 ^ 2 + S) : ℝ) = 0 := by
  constructor
  · have hc : Continuous (fun f : ℝ => √(w0 ^ 2 + (1 - f) * S)) := by fun_prop
    have h := (hc.tendsto 0).mono_left (nhdsWithin_le_nhds (s := Set.Ioi 0))
    simp only [sub_zero, one_mul] at h
    exact h
  · have hs : ((√(w0 ^ 2 + S) : ℝ) : ℂ) ^ 2 = (w0 : ℂ) ^ 2 + S := by
      exact_mod_cast Real.sq_sqrt (add_nonneg (sq_nonneg w0) hS.le)
    have hd : (w0 : ℂ) ^ 2 - ((w0 : ℂ) ^ 2 + S) = -S := by ring
    rw [slabEps, hs, hd, div_neg, div_self (Complex.ofReal_ne_zero.mpr hS.ne')]
    ring

end

end SlabSupercellPeaks
```

```lean
#print axioms SlabSupercellPeaks.inPlane_of_common_field
#print axioms SlabSupercellPeaks.outOfPlane_of_continuous_displacement
#print axioms SlabSupercellPeaks.vacuum_raises_only_outOfPlane
#print axioms SlabSupercellPeaks.outPeak_dilute_limit
```

```
'SlabSupercellPeaks.inPlane_of_common_field' depends on axioms: [propext, Classical.choice, Quot.sound]
'SlabSupercellPeaks.outOfPlane_of_continuous_displacement' depends on axioms: [propext, Classical.choice, Quot.sound]
'SlabSupercellPeaks.vacuum_raises_only_outOfPlane' depends on axioms: [propext, Classical.choice, Quot.sound]
'SlabSupercellPeaks.outPeak_dilute_limit' depends on axioms: [propext, Classical.choice, Quot.sound]
```

## Where the two poles lie

The main theorem, `vacuum_raises_only_outOfPlane`, concerns real frequencies $W\ge 0$. For every $f\in(0,1]$, the in-plane constant has a pole at $W$ exactly when $W=w_0$, and the out-of-plane constant has one exactly when $W=\Omega_f$, where

$$\Omega_f=\sqrt{w_0^2+(1-f)S}$$

is `outPeak w0 S f`. The last clause, `StrictAntiOn`, says that $\Omega_f$ rises strictly as $f$ falls, that is, as vacuum is added. At $f=1$ there is no vacuum and both poles sit at $w_0$. The case $w_0=0$ is allowed and describes free carriers without damping, with $\sqrt S$ as their plasma frequency.

The theorem `outPeak_dilute_limit` adds the other end of the range: as $f\to0$ from above, $\Omega_f$ tends to $\sqrt{w_0^2+S}$, and there the slab's own permittivity is zero. This is the frequency of the longitudinal oscillation of the bulk material.

In Lean, `inPlane` and `outOfPlane` take the permittivity as a bare complex number `e`, and `slabEps` supplies its frequency dependence. `HasPole` uses the filter `𝓝[≠] c`, the punctured neighbourhood of `c` in the complex plane, so the value that Lean's division by zero assigns at the resonance itself has no influence.

## The interface conditions behind the averages

The two constants relate the mean displacement to the mean field. For a field parallel to the slab, the tangential component $E$ is the same in slab and vacuum, so the mean displacement is

$$f\,eE+(1-f)E=\bigl(1+f(e-1)\bigr)E .$$

This is `inPlane_of_common_field`. For a field along the normal, the displacement $D$ is continuous instead. With $E_s$ in the slab and $E_v$ in the vacuum, $eE_s=E_v=D$, and the mean field is

$$fE_s+(1-f)E_v=\Bigl(\frac fe+1-f\Bigr)D .$$

Dividing $D$ by this mean field gives the out-of-plane constant, which is `outOfPlane_of_continuous_displacement`. Its hypothesis `h : e * Es = Ev` is the continuity condition.

Both conditions are assumed, not derived from Maxwell's equations. The model also takes the field to be uniform within each region, the interfaces to be sharp, the response to be local and the material to be lossless. A real slab has a gradual electron density profile, many transitions and finite linewidths.

The shift has a direct mechanical reading. Let $P=(e-1)E_s$ be the polarisation of the slab, so that $(w_0^2-w^2)P=SE_s$. Since $E_v=E_s+P$, the mean field is $E=E_s+(1-f)P$. Eliminating $E_s$ gives

$$\bigl(w_0^2+(1-f)S-w^2\bigr)P=SE .$$

The charges on the two faces of the slab produce a field opposing the polarisation, and this acts as an extra restoring force proportional to $1-f$. An in-plane field creates no such charges.

## From the averages to single oscillators

In-plane, substitution is enough: $1+f(e-1)=1+fS/(w_0^2-w^2)$. The strength is scaled by $f$ and the resonance stays put.

Out-of-plane, first put the permittivity over one denominator:

$$e=\frac{w_0^2+S-w^2}{w_0^2-w^2}.$$

The mean inverse permittivity is then

$$1-f+\frac fe=\frac{(1-f)(w_0^2+S-w^2)+f(w_0^2-w^2)}{w_0^2+S-w^2}=\frac{w_0^2+(1-f)S-w^2}{w_0^2+S-w^2}.$$

Its reciprocal has a numerator that exceeds the denominator by $fS$, so

$$\frac1{1-f+f/e}=1+\frac{fS}{w_0^2+(1-f)S-w^2}.$$

The theorem `outOfPlane_slab` follows these lines: `he` is the first fraction, `hm` the second, and the final rewriting takes the reciprocal. Its three hypotheses exclude the frequencies where $e$ diverges, where $e$ vanishes and where the result itself diverges.

## Why each oscillator has exactly these poles

Both constants now have the form $1+A/(P-w^2)$, where $A=fS$ is non-zero and $P$ from here on denotes the squared resonance. The lemma `hasPole_oscillator` shows that such a function has a pole at $c$ exactly when $c^2=P$.

If $c^2\ne P$, the denominator is non-zero at $c$, the function is continuous there, and its modulus has a finite limit. It cannot also tend to infinity. If $c^2=P$, the triangle inequality gives

$$\left|1+\frac{A}{P-w^2}\right|\ge\frac{|A|}{|P-w^2|}-1 ,$$

and the right-hand side diverges as $w\to c$. This needs $w^2\neq P$ close to $c$, apart from $c$ itself, which `eventually_sq_ne` supplies: the equation $w^2=c^2$ has only the solutions $\pm c$, and $-c$ either equals $c$ or lies at a positive distance from it.

For the in-plane constant, `hasPole_inPlane` applies the lemma after an identity valid at every $w$. For the out-of-plane constant the closed form holds only away from the excluded frequencies. Since `eventually_sq_ne` keeps all three out of a small punctured neighbourhood of $c$, the two functions agree there, and `tendsto_congr'` transfers the limit. These two theorems hold for every complex $c$ and require only that $S$ and $f$ be non-zero; if either vanishes, each constant equals 1 near every frequency, apart from isolated points, and has no pole.

The main theorem then restricts $c$ to a real $W\ge0$. In-plane, $W^2=w_0^2$ gives $W=w_0$ because both are non-negative. Out-of-plane, $W^2=w_0^2+(1-f)S$ gives $W=\Omega_f$, the radicand being non-negative for $f\le1$. For monotonicity, take $0<g<f\le1$. Then $(1-g)S>(1-f)S$, and the square root preserves the strict inequality, so $\Omega_g>\Omega_f$. The dilute limit follows from the continuity of $\Omega_f$ in $f$, and the zero of the permittivity from $1+S/(-S)=0$.

## Reading a supercell spectrum

In a periodic calculation of a layer with time-dependent density functional theory and an untruncated Coulomb interaction, the macroscopic dielectric function belongs to the whole cell. If $L$ is the cell length along the normal and $d$ the thickness assigned to the layer, then $f=d/L$. Within this lossless one-oscillator model, the out-of-plane peak position therefore depends on the chosen cell length.

Take $w_0=3$ eV and $S=16$ eV². At $f=1/2$ the out-of-plane pole is at $\sqrt{17}\approx4.12$ eV. Doubling the cell length gives $f=1/4$ and moves it to $\sqrt{21}\approx4.58$ eV, on the way to the limit of 5 eV. The in-plane pole remains at 3 eV, while its strength $fS$ falls from 8 to 4 eV².

The two averages also show which combinations are free of $L$. Writing $\varepsilon_\parallel$ and $\varepsilon_\perp$ for the in-plane and out-of-plane constants, one finds

$$L(\varepsilon_\parallel-1)=d(e-1),\qquad L\bigl(1-1/\varepsilon_\perp\bigr)=d\bigl(1-1/e\bigr).$$

These are a further line of algebra and are not proved in the Lean code above. The out-of-plane shift enters such a calculation through the local fields along the normal. If they are neglected, the model's out-of-plane response becomes the plain average $1+f(e-1)$ and its peak stays at $w_0$.
